# The commutator of a one-body operator with $T_2$ is a doubles operator when $f_{ia}=0$

The spin orbitals are modelled as a disjoint sum `O ⊕ V` of two finite types, occupied and virtual, and the ladder operators as elements of any real algebra in which the canonical anticommutation relations hold. For a one-body operator $F$ whose matrix has no non-zero entries with occupied row and virtual column, the file proves that $[F,T_2]$ is again a doubles operator and gives its amplitudes.

```lean
import Mathlib

open Finset

namespace CoupledClusterFockCommutator

noncomputable section

/-- The canonical anticommutation relations for annihilators `ann p` and creators `cre p`. -/
structure IsCAR {P A : Type*} [DecidableEq P] [Ring A] (ann cre : P → A) : Prop where
  ann_ann : ∀ p q, ann p * ann q + ann q * ann p = 0
  cre_cre : ∀ p q, cre p * cre q + cre q * cre p = 0
  ann_cre : ∀ p q, ann p * cre q + cre q * ann p = if p = q then 1 else 0

/-- The commutator `[x, y] = x y - y x`. -/
def comm {A : Type*} [Ring A] (x y : A) : A := x * y - y * x

variable {P O V A : Type*} [Fintype P] [Fintype O] [Fintype V] [Ring A] [Algebra ℝ A]

/-- The one-body operator `F = ∑ f_pq p† q`. -/
def oneBody (ann cre : P → A) (f : P → P → ℝ) : A := ∑ p, ∑ q, f p q • (cre p * ann q)

/-- The double excitation string `a† b† j i`, with `i, j` occupied and `a, b` virtual. -/
def excitation (ann cre : O ⊕ V → A) (i j : O) (a b : V) : A :=
  cre (.inr a) * cre (.inr b) * ann (.inl j) * ann (.inl i)

/-- The doubles operator `T₂ = (1/4) ∑ t_ij^ab a† b† j i`. -/
def doubles (ann cre : O ⊕ V → A) (t : O → O → V → V → ℝ) : A :=
  (1 / 4 : ℝ) • ∑ i, ∑ j, ∑ a, ∑ b, t i j a b • excitation ann cre i j a b

/-- Amplitudes that change sign under `i ↔ j` and under `a ↔ b`. -/
def IsAntisym (t : O → O → V → V → ℝ) : Prop :=
  (∀ i j a b, t j i a b = -t i j a b) ∧ (∀ i j a b, t i j b a = -t i j a b)

/-- The permutation operator `P(xy) g(x,y) = g(x,y) - g(y,x)`. -/
def perm {X : Type*} (g : X → X → ℝ) (x y : X) : ℝ := g x y - g y x

/-- The four single contractions of `f` with `t`, one for each index of `t_ij^ab`. -/
def contractions (f : O ⊕ V → O ⊕ V → ℝ) (t : O → O → V → V → ℝ) (i j : O) (a b : V) : ℝ :=
  ∑ e, f (.inr a) (.inr e) * t i j e b + ∑ e, f (.inr b) (.inr e) * t i j a e
    - ∑ k, f (.inl k) (.inl j) * t i k a b - ∑ k, f (.inl k) (.inl i) * t k j a b

/-- The amplitudes `P(ab) ∑_c f_bc t_ij^ac - P(ij) ∑_k f_kj t_ik^ab`. -/
def fockAmplitude (f : O ⊕ V → O ⊕ V → ℝ) (t : O → O → V → V → ℝ) (i j : O) (a b : V) : ℝ :=
  perm (fun a b => ∑ c, f (.inr b) (.inr c) * t i j a c) a b
    - perm (fun i j => ∑ k, f (.inl k) (.inl j) * t i k a b) i j

/-- Relabelling of summation indices moves a matrix `g` from the operators `Y` onto the
amplitudes `u`. -/
theorem relabel {I K : Type*} [Fintype I] [Fintype K]
    (u : I → K → ℝ) (g : I → I → ℝ) (Y : I → K → A) :
    ∑ a, ∑ x, u a x • ∑ c, g c a • Y c x = ∑ a, ∑ x, (∑ c, g a c * u c x) • Y a x := by
  rw [Finset.sum_comm]
  refine Eq.trans (Finset.sum_congr rfl fun x _ => ?_) Finset.sum_comm
  simp only [Finset.smul_sum, Finset.sum_smul, smul_smul]
  rw [Finset.sum_comm]
  exact Finset.sum_congr rfl fun a _ => Finset.sum_congr rfl fun c _ => by rw [mul_comm]

/-- The commutator of `F` with a creator: `[F, r†] = ∑_p f_pr p†`. -/
theorem comm_creator [DecidableEq P] {ann cre : P → A} (h : IsCAR ann cre)
    (f : P → P → ℝ) (r : P) :
    comm (oneBody ann cre f) (cre r) = ∑ p, f p r • cre p := by
  have key : ∀ p q, cre p * ann q * cre r - cre r * (cre p * ann q)
      = if q = r then cre p else 0 := by
    intro p q
    have e : cre p * ann q * cre r - cre r * (cre p * ann q)
        = cre p * (ann q * cre r + cre r * ann q)
          - (cre p * cre r + cre r * cre p) * ann q := by noncomm_ring
    rw [e, h.ann_cre, h.cre_cre]
    split_ifs <;> simp
  simp only [comm, oneBody, Finset.sum_mul, Finset.mul_sum, smul_mul_assoc, mul_smul_comm,
    ← Finset.sum_sub_distrib, ← smul_sub, key]
  simp

/-- The commutator of `F` with an annihilator: `[F, r] = -∑_q f_rq q`. -/
theorem comm_annihilator [DecidableEq P] {ann cre : P → A} (h : IsCAR ann cre)
    (f : P → P → ℝ) (r : P) :
    comm (oneBody ann cre f) (ann r) = -∑ q, f r q • ann q := by
  have key : ∀ p q, cre p * ann q * ann r - ann r * (cre p * ann q)
      = if r = p then -ann q else 0 := by
    intro p q
    have e : cre p * ann q * ann r - ann r * (cre p * ann q)
        = cre p * (ann q * ann r + ann r * ann q)
          - (ann r * cre p + cre p * ann r) * ann q := by noncomm_ring
    rw [e, h.ann_cre, h.ann_ann]
    split_ifs <;> simp
  simp only [comm, oneBody, Finset.sum_mul, Finset.mul_sum, smul_mul_assoc, mul_smul_comm,
    ← Finset.sum_sub_distrib, ← smul_sub, key]
  rw [Finset.sum_comm]
  simp

variable {f : O ⊕ V → O ⊕ V → ℝ} {t : O → O → V → V → ℝ}

/-- For antisymmetric `t` the amplitudes `P(ab) ∑_c f_bc t_ij^ac - P(ij) ∑_k f_kj t_ik^ab`
are antisymmetric too. -/
theorem fockAmplitude_antisym (ht : IsAntisym t) : IsAntisym (fockAmplitude f t) := by
  constructor <;> intro i j a b
  · have e := ht.1 i j
    simp only [fockAmplitude, perm, e, mul_neg, Finset.sum_neg_distrib]
    ring
  · have e := fun i k => ht.2 i k a b
    simp only [fockAmplitude, perm, e, mul_neg, Finset.sum_neg_distrib]
    ring

variable [DecidableEq O] [DecidableEq V] {ann cre : O ⊕ V → A}

/-- If the block `f_ia` vanishes, the commutator of `F` with a double excitation string
replaces each of its four orbitals in turn by one of the same kind. -/
theorem comm_excitation (h : IsCAR ann cre) (hf : ∀ i a, f (.inl i) (.inr a) = 0)
    (i j : O) (a b : V) :
    comm (oneBody ann cre f) (excitation ann cre i j a b)
      = ∑ e, f (.inr e) (.inr a) • excitation ann cre i j e b
        + ∑ e, f (.inr e) (.inr b) • excitation ann cre i j a e
        - ∑ k, f (.inl j) (.inl k) • excitation ann cre i k a b
        - ∑ k, f (.inl i) (.inl k) • excitation ann cre k j a b := by
  have hv : ∀ a, comm (oneBody ann cre f) (cre (.inr a))
      = ∑ e, f (.inr e) (.inr a) • cre (.inr e) := by
    intro a
    rw [comm_creator h, Fintype.sum_sum_type]
    simp [hf]
  have ho : ∀ i, comm (oneBody ann cre f) (ann (.inl i))
      = -∑ k, f (.inl i) (.inl k) • ann (.inl k) := by
    intro i
    rw [comm_annihilator h, Fintype.sum_sum_type]
    simp [hf]
  -- the commutator with `F` obeys the Leibniz rule
  have leibniz : ∀ F x y z w : A, comm F (x * y * z * w)
      = comm F x * y * z * w + x * comm F y * z * w + x * y * comm F z * w
        + x * y * z * comm F w := by
    intro F x y z w
    simp only [comm]
    noncomm_ring
  simp only [excitation]
  rw [leibniz, hv a, hv b, ho i, ho j]
  simp only [Finset.sum_mul, Finset.mul_sum, smul_mul_assoc, mul_smul_comm, mul_neg, neg_mul]
  abel

/-- If the block `f_ia` vanishes, `[F, T₂]` is the doubles operator whose amplitudes are the
four single contractions of `f` with `t`. -/
theorem comm_doubles_contractions (h : IsCAR ann cre)
    (hf : ∀ i a, f (.inl i) (.inr a) = 0) (t : O → O → V → V → ℝ) :
    comm (oneBody ann cre f) (doubles ann cre t) = doubles ann cre (contractions f t) := by
  have hs := comm_excitation h hf
  simp only [comm] at hs
  -- one relabelling for each index of the amplitude
  have r1 := fun i j : O => relabel (t i j) (fun e a => f (.inr e) (.inr a))
    (excitation ann cre i j)
  have r2 := fun (i j : O) (a : V) => relabel (K := Unit) (fun b _ => t i j a b)
    (fun e b => f (.inr e) (.inr b)) (fun b _ => excitation ann cre i j a b)
  have r3 := fun i : O => relabel (K := V × V) (fun j x => t i j x.1 x.2)
    (fun k j => f (.inl j) (.inl k)) (fun j x => excitation ann cre i j x.1 x.2)
  have r4 := relabel (K := O × V × V) (fun i x => t i x.1 x.2.1 x.2.2)
    (fun k i => f (.inl i) (.inl k)) (fun i x => excitation ann cre i x.1 x.2.1 x.2.2)
  simp only [Fintype.sum_prod_type, Finset.univ_unique, Finset.sum_singleton] at r2 r3 r4
  simp only [comm, doubles, mul_smul_comm, smul_mul_assoc, ← smul_sub, Finset.mul_sum,
    Finset.sum_mul, ← Finset.sum_sub_distrib]
  simp only [hs, contractions, smul_add, smul_sub, add_smul, sub_smul,
    Finset.sum_add_distrib, Finset.sum_sub_distrib]
  simp only [r1, r2, r3, r4]

/-- If the block `f_ia` vanishes and `t` is antisymmetric, `[F, T₂]` is the doubles operator
with amplitudes `P(ab) ∑_c f_bc t_ij^ac - P(ij) ∑_k f_kj t_ik^ab`. -/
theorem comm_fock_doubles (h : IsCAR ann cre) (hf : ∀ i a, f (.inl i) (.inr a) = 0)
    (ht : IsAntisym t) :
    comm (oneBody ann cre f) (doubles ann cre t) = doubles ann cre (fockAmplitude f t) := by
  rw [comm_doubles_contractions h hf]
  congr 1
  funext i j a b
  -- antisymmetry brings the contracted index to the second place
  have e1 := fun e => ht.2 i j b e
  have e2 := fun k => ht.1 j k a b
  simp only [contractions, fockAmplitude, perm, e1, e2, mul_neg, Finset.sum_neg_distrib]
  ring

/-- For diagonal `f` with orbital energies `ε`, the commutator `[F, T₂]` multiplies each
amplitude `t_ij^ab` by `ε_a + ε_b - ε_i - ε_j`. -/
theorem comm_diagonal_doubles (h : IsCAR ann cre) (ε : O ⊕ V → ℝ)
    (t : O → O → V → V → ℝ) :
    comm (oneBody ann cre fun p q => if p = q then ε p else 0) (doubles ann cre t)
      = doubles ann cre fun i j a b =>
          (ε (.inr a) + ε (.inr b) - ε (.inl i) - ε (.inl j)) * t i j a b := by
  rw [comm_doubles_contractions h (by simp)]
  congr 1
  funext i j a b
  simp [contractions]
  ring

/-- On the exterior algebra over the orbitals (the Clifford algebra of the zero form),
contraction and left multiplication satisfy the canonical anticommutation relations. -/
theorem isCAR_witness (P : Type*) [DecidableEq P] :
    IsCAR (A := Module.End ℝ (CliffordAlgebra (0 : QuadraticForm ℝ (P → ℝ))))
      (fun p => CliffordAlgebra.contractLeft (LinearMap.proj p : Module.Dual ℝ (P → ℝ)))
      (fun p => LinearMap.mulLeft ℝ (CliffordAlgebra.ι 0 (Pi.single p 1))) := by
  refine ⟨fun p q => LinearMap.ext fun x => ?_, fun p q => LinearMap.ext fun x => ?_,
    fun p q => LinearMap.ext fun x => ?_⟩
  · simp only [LinearMap.add_apply, Module.End.mul_apply, LinearMap.zero_apply]
    rw [CliffordAlgebra.contractLeft_comm, neg_add_cancel]
  · simp only [LinearMap.add_apply, Module.End.mul_apply, LinearMap.zero_apply,
      LinearMap.mulLeft_apply]
    rw [← mul_assoc, ← mul_assoc, ← add_mul, CliffordAlgebra.ι_mul_ι_add_swap]
    simp [QuadraticMap.polar]
  · simp only [LinearMap.add_apply, Module.End.mul_apply, LinearMap.mulLeft_apply]
    rw [CliffordAlgebra.contractLeft_ι_mul, sub_add_cancel]
    by_cases hpq : p = q
    · subst hpq
      simp
    · simp [hpq]

end

end CoupledClusterFockCommutator
```

```lean
#print axioms CoupledClusterFockCommutator.fockAmplitude_antisym
-- 'CoupledClusterFockCommutator.fockAmplitude_antisym' depends on axioms: [propext, Classical.choice, Quot.sound]
#print axioms CoupledClusterFockCommutator.comm_fock_doubles
-- 'CoupledClusterFockCommutator.comm_fock_doubles' depends on axioms: [propext, Classical.choice, Quot.sound]
#print axioms CoupledClusterFockCommutator.comm_diagonal_doubles
-- 'CoupledClusterFockCommutator.comm_diagonal_doubles' depends on axioms: [propext, Classical.choice, Quot.sound]
```

## The operators and the amplitudes of their commutator

Let $i,j,k$ label occupied orbitals, $a,b,c,e$ virtual ones, and $p,q,r$ orbitals of either kind. Write $p^\dagger$ for the creator and $p$ for the annihilator of orbital $p$. The two operators are

$$F=\sum_{pq} f_{pq}\,p^\dagger q,\qquad T_2=\tfrac14\sum_{ijab}t_{ij}^{ab}\,a^\dagger b^\dagger j\,i .$$

In Lean these are `oneBody ann cre f` and `doubles ann cre t`, where `t i j a b` is $t_{ij}^{ab}$. The constructors `.inl` and `.inr` mark an orbital as occupied or virtual, so the hypothesis `hf` reads $f_{ia}=0$ for all $i$ and $a$. `IsAntisym t` says that $t$ changes sign under $i\leftrightarrow j$ and under $a\leftrightarrow b$.

With $P(xy)\,g(x,y)=g(x,y)-g(y,x)$, the theorem `comm_fock_doubles` states that under these two hypotheses $[F,T_2]$ is the doubles operator with amplitudes

$$s_{ij}^{ab}=P(ab)\sum_c f_{bc}\,t_{ij}^{ac}-P(ij)\sum_k f_{kj}\,t_{ik}^{ab}.$$

These amplitudes are antisymmetric too, by `fockAmplitude_antisym`. For $f_{pq}=\varepsilon_p\delta_{pq}$, `comm_diagonal_doubles` gives the amplitudes $(\varepsilon_a+\varepsilon_b-\varepsilon_i-\varepsilon_j)\,t_{ij}^{ab}$, and here $t$ need not be antisymmetric.

## The Brillouin condition and the scope of the model

If $f$ is the Fock matrix, $f_{ia}=0$ is the Brillouin condition, which holds for the converged orbitals of unrestricted or closed-shell restricted Hartree–Fock theory: the Fock operator doesn't mix occupied with virtual orbitals. Restricted open-shell orbitals in general don't satisfy it in the spin-orbital form used here. The theorems take it as a hypothesis and don't derive it from a variational problem. The opposite block $f_{ai}$ may be non-zero, because $f$ is any real matrix and need not be symmetric. For a symmetric $f$ both blocks vanish together.

In coupled-cluster theory this commutator is the Fock-operator term, linear in $T_2$, of the doubles equations; the result covers that one-body term for finitely many spin orbitals and leaves out the normal-ordered two-electron part of the Hamiltonian, that is, the interaction beyond the mean field already contained in the Fock matrix. In the diagonal case its factor is, up to sign, the familiar orbital-energy denominator.

No reference determinant appears, and "occupied" and "virtual" are only labels. Normal ordering $F$ with respect to a determinant would subtract a constant, which drops out of the commutator. The structure `IsCAR` contains the anticommutators and nothing else, so the creators need not be adjoints of the annihilators. `isCAR_witness` supplies a concrete model on the exterior algebra over the orbitals, where creation is left multiplication and annihilation is contraction.

The theorems are equalities of operators. They don't say that an operator determines its amplitudes; indeed, a part of $t$ symmetric in $i,j$ or in $a,b$ contributes nothing to $T_2$.

## From two anticommutators to four contractions

The commutator with a creator follows from

$$p^\dagger q\,r^\dagger-r^\dagger p^\dagger q
=p^\dagger(q r^\dagger+r^\dagger q)-(p^\dagger r^\dagger+r^\dagger p^\dagger)q
=\delta_{qr}\,p^\dagger .$$

For an annihilator, similarly,

$$p^\dagger q\,r-r\,p^\dagger q
=p^\dagger(qr+rq)-(r p^\dagger+p^\dagger r)q
=-\delta_{rp}\,q .$$

Multiplying by $f_{pq}$ and summing gives

$$[F,r^\dagger]=\sum_p f_{pr}\,p^\dagger,\qquad [F,r]=-\sum_q f_{rq}\,q .$$

These are `comm_creator` and `comm_annihilator`. In both, `noncomm_ring` proves the regrouping into anticommutators, and the relations in `IsCAR` then evaluate them.

Now set $r=a$ in the first formula and $r=i$ in the second. The terms that would change the kind of orbital are $\sum_i f_{ia}\,i^\dagger$ and $-\sum_a f_{ia}\,a$, and both vanish by hypothesis. The block $f_{ai}$ occurs in neither. The Leibniz rule for a product of four factors then yields

$$\begin{aligned}
[F,a^\dagger b^\dagger j\,i]={}&\sum_e f_{ea}\,e^\dagger b^\dagger j\,i+\sum_e f_{eb}\,a^\dagger e^\dagger j\,i\\
&-\sum_k f_{jk}\,a^\dagger b^\dagger k\,i-\sum_k f_{ik}\,a^\dagger b^\dagger j\,k .
\end{aligned}$$

This is `comm_excitation`. Its proof splits each orbital sum into occupied and virtual parts with `Fintype.sum_sum_type`, removes the forbidden part with `hf`, and applies the local lemma `leibniz`.

## Moving the matrix onto the amplitudes

Multiply by $t_{ij}^{ab}$ and sum over all four indices. In the first term, exchanging the names $a$ and $e$ gives

$$\sum_{ijab}t_{ij}^{ab}\sum_e f_{ea}\,e^\dagger b^\dagger j\,i
=\sum_{ijab}\Big(\sum_e f_{ae}\,t_{ij}^{eb}\Big)a^\dagger b^\dagger j\,i .$$

The other three terms are relabelled in the same way, through $b\leftrightarrow e$, $j\leftrightarrow k$ and $i\leftrightarrow k$. The new amplitudes are therefore

$$\sum_e f_{ae}\,t_{ij}^{eb}+\sum_e f_{be}\,t_{ij}^{ae}-\sum_k f_{kj}\,t_{ik}^{ab}-\sum_k f_{ki}\,t_{kj}^{ab}.$$

Lean calls this expression `contractions f t`, and `comm_doubles_contractions` proves the operator identity for every $t$. The lemma `relabel` carries out one exchange of names; `r1` to `r4` apply it to the four amplitude indices in turn.

Antisymmetry enters only now. Substituting $t_{ij}^{eb}=-t_{ij}^{be}$ and $t_{kj}^{ab}=-t_{jk}^{ab}$ turns the amplitudes into

$$\Big(\sum_e f_{be}\,t_{ij}^{ae}-\sum_e f_{ae}\,t_{ij}^{be}\Big)
-\Big(\sum_k f_{kj}\,t_{ik}^{ab}-\sum_k f_{ki}\,t_{jk}^{ab}\Big),$$

which is $s_{ij}^{ab}$. In `comm_fock_doubles` the two substitutions are `e1` and `e2`, and `ring` collects the signs. The proof of `fockAmplitude_antisym` is similar: exchanging $a$ and $b$ reverses the $P(ab)$ term by definition and the $P(ij)$ term because $t$ changes sign, and the occupied pair works the same way.

For diagonal $f$, each sum in `contractions` keeps one term. The four terms are $\varepsilon_a t_{ij}^{ab}$, $\varepsilon_b t_{ij}^{ab}$, $-\varepsilon_j t_{ij}^{ab}$ and $-\varepsilon_i t_{ij}^{ab}$, whose sum is the stated result.

## Two occupied and three virtual orbitals

Let orbitals 1 and 2 be occupied and 3, 4 and 5 virtual. In arbitrary energy units, take the diagonal entries $f_{11}=-2$, $f_{22}=-1$, $f_{33}=1$, $f_{44}=2$, $f_{55}=3$ and the coupling $f_{45}=f_{54}=0.5$, with all other entries zero. Let $t_{12}^{34}=0.2$, $t_{12}^{35}=0.1$ and $t_{12}^{45}=0$, with the remaining amplitudes fixed by antisymmetry.

For $s_{12}^{34}$ the virtual part is

$$(f_{44}t_{12}^{34}+f_{45}t_{12}^{35})-f_{33}t_{12}^{43}=(0.4+0.05)+0.2=0.65 ,$$

and the occupied part, which is subtracted, is

$$f_{22}t_{12}^{34}-f_{11}t_{21}^{34}=-0.2-0.4=-0.6 .$$

Hence $s_{12}^{34}=0.65+0.6=1.25$. The diagonal entries alone would give $(1+2+2+1)\times0.2=1.2$; the remaining $0.05$ comes from the coupling between orbitals 4 and 5.

## The same argument for singles

For $T_1=\sum_{ia}t_i^a\,a^\dagger i$ and $f_{ia}=0$, the Leibniz rule has two terms instead of four, and relabelling gives a singles operator with amplitudes

$$\sum_c f_{ac}\,t_i^c-\sum_k f_{ki}\,t_k^a .$$

For diagonal $f$ they become $(\varepsilon_a-\varepsilon_i)\,t_i^a$. The file contains no theorem for this case, but `comm_creator` and `comm_annihilator` already provide the two commutators it needs.
